# A p₁/₂ state is one-third σ and two-thirds π about every axis

How much of an atomic p₁/₂ state points along a chosen axis, such as a bond, depends only on its angular and spin parts, so the p shell is modelled here as \(\mathbb C^3\otimes\mathbb C^2\): three real Cartesian p orbitals times a two-component spin. A p₁/₂ state is defined by the eigenvalue equation \(\sigma\cdot L\,\psi=-2\psi\), and its projector is then derived.

With \(\hbar=1\), let \(\sigma_i\) be the Pauli matrices and \((L_k)_{ij}=-i\varepsilon_{kij}\) the orbital angular momentum. Let \(P\) have the 2×2 spin blocks \(P_{ij}=\sigma_i\sigma_j/3\). Then \(P\) is a Hermitian projector of trace 2, and

\[
\sigma\cdot L=1-3P .
\]

For a real unit vector \(n\), put \(N=nn^T\otimes 1\), the projector on the p orbital along \(n\) with either spin. Then \(PNP=P/3\). A normalised p₁/₂ state therefore has weight 1/3 in that orbital (σ) and 2/3 in the two perpendicular ones (π).

## The projector in relativistic orbital codes

A spin-orbit pseudopotential can be written with separate terms for the \(j=1/2\) and \(j=3/2\) parts of a p shell. In a real Cartesian basis the projector on the \(j=1/2\) part is \(P=(1-\sigma\cdot L)/3\), a fixed 6×6 matrix. Applied to the coefficients \(c_{ia}\) of p orbital \(i\) and spin \(a\), it gives \(\psi=Pc\). If \(\psi\ne0\), its σ fraction along a bond direction \(n\) is

\[
\frac{\sum_a\left|\sum_i n_i\psi_{ia}\right|^2}{\sum_{ia}|\psi_{ia}|^2}=\frac13 .
\]

In a four-component atomic calculation the same angular form occurs in the large component of p₁/₂ and in the small component of s₁/₂. The result concerns this angular part of a single shell.

## From the Pauli column to the weights

Let \(S\) be the column of the three Pauli matrices, \((S\chi)_i=\sigma_i\chi\) for a spinor \(\chi\). It is not the spin operator. Since \(\sigma_i^2=1\),

\[
S^\dagger S=\sum_i\sigma_i^2=3,\qquad P=\tfrac13SS^\dagger .
\]

Hence \(P^\dagger=P\), \(P^2=S(S^\dagger S)S^\dagger/9=P\), and \(\operatorname{tr}P=\operatorname{tr}(S^\dagger S)/3=6/3=2\).

The product rule \(\sigma_i\sigma_j=\delta_{ij}+i\sum_k\varepsilon_{ijk}\sigma_k\) gives the blocks of \(1-3P\):

\[
\delta_{ij}-\sigma_i\sigma_j=-i\sum_k\varepsilon_{kij}\sigma_k=(\sigma\cdot L)_{ij}.
\]

Now allow complex orbital amplitudes \(e\), with \(N=ee^\dagger\otimes1\). The product rule gives

\[
S^\dagger NS=(\sigma\cdot e)(\sigma\cdot e^*)=|e|^2+i\sigma\cdot(e\times e^*),
\]

and \(PNP=S(S^\dagger NS)S^\dagger/9\). If \(e\times e^*=0\), this is \((|e|^2/3)P\).

Conversely, suppose \(PNP=(|e|^2/3)P\). Because \(S^\dagger P=S^\dagger\) and \(PS=S\), multiplying by \(S^\dagger\) on the left and \(S\) on the right gives \(S^\dagger NS=|e|^2\). Thus \(\sigma\cdot v=0\) with \(v=e\times e^*\). Its matrix entries give \(v_z=0\) and \(v_x\pm iv_y=0\), so \(v=0\).

For a real unit vector the cross product vanishes and \(PNP=P/3\). If \(\sigma\cdot L\psi=-2\psi\), then \(\psi-3P\psi=-2\psi\), so \(P\psi=\psi\) and

\[
\psi^\dagger N\psi=\psi^\dagger PNP\psi=\tfrac13\psi^\dagger\psi,\qquad
\psi^\dagger(1-N)\psi=\tfrac23\psi^\dagger\psi .
\]

## One spinor, two directions

Take \(\chi=(1,0)^T\). The normalised state \(\psi=S\chi/\sqrt3\) is

\[
\psi=\frac{1}{\sqrt3}\left(p_x{\downarrow}+i\,p_y{\downarrow}+p_z{\uparrow}\right).
\]

Along \(n=(0.6,0,0.8)\), the spin-up and spin-down amplitudes are \(0.8/\sqrt3\) and \(0.6/\sqrt3\). The weight is \((0.64+0.36)/3=1/3\).

For the circular orbital \(e=(1,i,0)/\sqrt2\), the amplitude is \((\psi_x-i\psi_y)/\sqrt2=(2/\sqrt6)\,{\downarrow}\), with weight 2/3. Here \(e\times e^*\ne0\), so the value 1/3 does not carry over to complex directions in general.

## The Lean file

```lean
import Mathlib

open Matrix
open scoped Kronecker

namespace SpinorPHalf

noncomputable section

/-- The three Pauli matrices, numbered x, y, z. -/
def pauli : Fin 3 → Matrix (Fin 2) (Fin 2) ℂ :=
  ![!![0, 1; 1, 0], !![0, -Complex.I; Complex.I, 0], !![1, 0; 0, -1]]

/-- Orbital angular momentum of a p shell in the Cartesian basis, with entries
`(L_k)_ij = -i ε_kij`. -/
def orbitalL : Fin 3 → Matrix (Fin 3) (Fin 3) ℂ :=
  ![!![0, 0, 0; 0, 0, -Complex.I; 0, Complex.I, 0],
    !![0, 0, Complex.I; 0, 0, 0; -Complex.I, 0, 0],
    !![0, -Complex.I, 0; Complex.I, 0, 0; 0, 0, 0]]

/-- The spin-orbit operator `σ·L` on p orbitals with spin. -/
def spinOrbit : Matrix (Fin 3 × Fin 2) (Fin 3 × Fin 2) ℂ :=
  ∑ k, orbitalL k ⊗ₖ pauli k

/-- The matrix `P` whose 2×2 spin blocks are `σ_i σ_j / 3`. -/
def pHalf : Matrix (Fin 3 × Fin 2) (Fin 3 × Fin 2) ℂ :=
  Matrix.of fun p q => (pauli p.1 * pauli q.1) p.2 q.2 / 3

/-- The column of the three Pauli matrices, a map from spinors to p orbitals with spin. -/
def embed : Matrix (Fin 3 × Fin 2) (Fin 2) ℂ :=
  Matrix.of fun p b => pauli p.1 p.2 b

/-- The operator `N = e e† ⊗ 1`, which for a unit vector `e` projects on the p orbital
with Cartesian amplitudes `e`, for either spin. -/
def along (e : Fin 3 → ℂ) : Matrix (Fin 3 × Fin 2) (Fin 3 × Fin 2) ℂ :=
  Matrix.vecMulVec e (star e) ⊗ₖ (1 : Matrix (Fin 2) (Fin 2) ℂ)

/-- The Pauli column `S` satisfies `S† S = 3`. -/
theorem embed_gram : embedᴴ * embed = (3 : ℂ) • (1 : Matrix (Fin 2) (Fin 2) ℂ) := by
  ext a b
  fin_cases a <;> fin_cases b <;>
    simp [embed, pauli, Matrix.mul_apply, Fintype.sum_prod_type, Fin.sum_univ_three] <;>
    norm_num

/-- `P` factors through a single spinor: `P = S S† / 3`. -/
theorem pHalf_factor : pHalf = (1 / 3 : ℂ) • (embed * embedᴴ) := by
  have herm : ∀ k, (pauli k)ᴴ = pauli k := by
    intro k
    ext a b
    fin_cases k <;> fin_cases a <;> fin_cases b <;> simp [pauli]
  ext ⟨i, a⟩ ⟨j, b⟩
  have h : ∀ c, star (pauli j b c) = pauli j c b :=
    fun c => congrFun (congrFun (herm j) c) b
  simp only [pHalf, embed, Matrix.of_apply, Matrix.smul_apply, Matrix.mul_apply,
    Matrix.conjTranspose_apply, h, smul_eq_mul]
  ring

/-- `P` is Hermitian, idempotent and of trace 2. -/
theorem pHalf_projector :
    pHalf.IsHermitian ∧ pHalf * pHalf = pHalf ∧ pHalf.trace = 2 := by
  refine ⟨?_, ?_, ?_⟩
  · rw [Matrix.IsHermitian, pHalf_factor]
    simp [Matrix.conjTranspose_smul, Matrix.conjTranspose_mul]
  · -- the inner product S† S = 3 cancels one factor 1/3
    have h : embed * embedᴴ * (embed * embedᴴ) = (3 : ℂ) • (embed * embedᴴ) := by
      rw [Matrix.mul_assoc, ← Matrix.mul_assoc embedᴴ, embed_gram, Matrix.smul_mul,
        Matrix.one_mul, Matrix.mul_smul]
    rw [pHalf_factor, Matrix.smul_mul, Matrix.mul_smul, h, smul_smul, smul_smul]
    norm_num
  · rw [pHalf_factor, Matrix.trace_smul, Matrix.trace_mul_comm, embed_gram,
      Matrix.trace_smul, Matrix.trace_one]
    norm_num

/-- The spin-orbit operator is `σ·L = 1 - 3P`. -/
theorem spinOrbit_eq : spinOrbit = 1 - (3 : ℂ) • pHalf := by
  ext ⟨i, a⟩ ⟨j, b⟩
  fin_cases i <;> fin_cases a <;> fin_cases j <;> fin_cases b <;>
    simp [spinOrbit, orbitalL, pauli, pHalf, Fin.sum_univ_three, Matrix.mul_apply] <;> ring

/-- The Pauli matrices are linearly independent: `σ·v = 0` forces `v = 0`. -/
theorem pauli_independent (v : Fin 3 → ℂ) (h : ∑ k, v k • pauli k = 0) : v = 0 := by
  have h00 := congrFun (congrFun h 0) 0
  have h01 := congrFun (congrFun h 0) 1
  have h10 := congrFun (congrFun h 1) 0
  simp [Fin.sum_univ_three, pauli] at h00 h01 h10
  ext k
  fin_cases k
  · change v 0 = 0
    linear_combination (h01 + h10) / 2
  · change v 1 = 0
    linear_combination (-Complex.I / 2) * (h10 - h01) + v 1 * Complex.I_sq
  · exact h00

/-- Seen from the spinor, the orbital operator becomes
`S† N S = (σ·e)(σ·e*) = e·e* + i σ·(e × e*)`. -/
theorem embed_along (e : Fin 3 → ℂ) :
    embedᴴ * along e * embed = (e ⬝ᵥ star e) • (1 : Matrix (Fin 2) (Fin 2) ℂ)
      + Complex.I • ∑ k, (crossProduct e (star e)) k • pauli k := by
  have hI : Complex.I * Complex.I = -1 := Complex.I_mul_I
  ext a b
  fin_cases a <;> fin_cases b <;>
    simp [embed, along, pauli, Matrix.mul_apply, Fintype.sum_prod_type,
      Fin.sum_univ_three, Matrix.vecMulVec_apply, Matrix.one_apply, dotProduct,
      cross_apply] <;> grind

/-- For complex orbital amplitudes `e`, the compression `P N P` equals `(|e|²/3) P`
exactly when `e × e* = 0`. -/
theorem compression_iff (e : Fin 3 → ℂ) :
    pHalf * along e * pHalf = ((e ⬝ᵥ star e) / 3) • pHalf ↔
      crossProduct e (star e) = 0 := by
  have hsand : pHalf * along e * pHalf
      = (1 / 9 : ℂ) • (embed * (embedᴴ * along e * embed) * embedᴴ) := by
    rw [pHalf_factor]
    simp only [Matrix.smul_mul, Matrix.mul_smul, smul_smul, Matrix.mul_assoc]
    norm_num
  constructor
  · intro h
    -- P acts as the identity on the Pauli column, from either side
    have hr : pHalf * embed = embed := by
      rw [pHalf_factor, Matrix.smul_mul, Matrix.mul_assoc, embed_gram, Matrix.mul_smul,
        Matrix.mul_one, smul_smul]
      norm_num
    have hl : embedᴴ * pHalf = embedᴴ := by
      rw [pHalf_factor, Matrix.mul_smul, ← Matrix.mul_assoc, embed_gram, Matrix.smul_mul,
        Matrix.one_mul, smul_smul]
      norm_num
    have hM : embedᴴ * along e * embed
        = (e ⬝ᵥ star e) • (1 : Matrix (Fin 2) (Fin 2) ℂ) := by
      calc embedᴴ * along e * embed
          = (embedᴴ * pHalf) * along e * (pHalf * embed) := by rw [hl, hr]
        _ = embedᴴ * (pHalf * along e * pHalf) * embed := by
            simp only [Matrix.mul_assoc]
        _ = (e ⬝ᵥ star e) • (1 : Matrix (Fin 2) (Fin 2) ℂ) := by
            rw [h, Matrix.mul_smul, hl, Matrix.smul_mul, embed_gram, smul_smul]
            congr 1
            ring
    rw [embed_along] at hM
    have h0 := add_eq_left.mp hM
    exact pauli_independent _ ((smul_eq_zero.mp h0).resolve_left Complex.I_ne_zero)
  · intro h
    have hM : embedᴴ * along e * embed
        = (e ⬝ᵥ star e) • (1 : Matrix (Fin 2) (Fin 2) ℂ) := by
      rw [embed_along, h]
      simp
    rw [hsand, hM, pHalf_factor]
    simp only [Matrix.mul_smul, Matrix.smul_mul, Matrix.mul_one, smul_smul]
    congr 1
    ring

/-- For every real unit vector `n`, with `N = n nᵀ ⊗ 1`, one has `P N P = P / 3`. -/
theorem compression_real (n : Fin 3 → ℝ) (hn : n ⬝ᵥ n = 1) :
    pHalf * along (fun i => (n i : ℂ)) * pHalf = (1 / 3 : ℂ) • pHalf := by
  have hs : star (fun i => (n i : ℂ)) = fun i => (n i : ℂ) := by
    ext i
    simp
  have hd : (fun i => (n i : ℂ)) ⬝ᵥ (fun i => (n i : ℂ)) = 1 := by
    have h : (fun i => (n i : ℂ)) ⬝ᵥ (fun i => (n i : ℂ)) = ((n ⬝ᵥ n : ℝ) : ℂ) := by
      simp [dotProduct]
    rw [h, hn, Complex.ofReal_one]
  have h := (compression_iff (fun i => (n i : ℂ))).mpr (by rw [hs, cross_self])
  rwa [hs, hd] at h

/-- A p state with `σ·L ψ = -2ψ` has, for every real unit axis `n`, a fraction 1/3 of its
norm squared in the p orbital along `n` (σ) and 2/3 in the orbitals perpendicular to it (π). -/
theorem sigma_pi_weights (n : Fin 3 → ℝ) (hn : n ⬝ᵥ n = 1) (ψ : Fin 3 × Fin 2 → ℂ)
    (hψ : spinOrbit *ᵥ ψ = (-2 : ℂ) • ψ) :
    star ψ ⬝ᵥ (along (fun i => (n i : ℂ)) *ᵥ ψ) = 1 / 3 * (star ψ ⬝ᵥ ψ) ∧
    star ψ ⬝ᵥ ((1 - along (fun i => (n i : ℂ))) *ᵥ ψ) = 2 / 3 * (star ψ ⬝ᵥ ψ) := by
  -- the eigenvalue equation says that P leaves ψ unchanged
  have hP : pHalf *ᵥ ψ = ψ := by
    rw [spinOrbit_eq, Matrix.sub_mulVec, Matrix.one_mulVec, Matrix.smul_mulVec] at hψ
    ext p
    have h := congrFun hψ p
    simp only [Pi.sub_apply, Pi.smul_apply, smul_eq_mul] at h
    linear_combination (-1 / 3) * h
  have hs : star ψ ᵥ* pHalf = star ψ := by
    have h := Matrix.star_mulVec pHalf ψ
    rw [hP, pHalf_projector.1.eq] at h
    exact h.symm
  have h1 : star ψ ⬝ᵥ (along (fun i => (n i : ℂ)) *ᵥ ψ) = 1 / 3 * (star ψ ⬝ᵥ ψ) := by
    calc star ψ ⬝ᵥ (along (fun i => (n i : ℂ)) *ᵥ ψ)
        = (star ψ ᵥ* pHalf) ⬝ᵥ (along (fun i => (n i : ℂ)) *ᵥ (pHalf *ᵥ ψ)) := by
          rw [hs, hP]
      _ = star ψ ⬝ᵥ ((pHalf * along (fun i => (n i : ℂ)) * pHalf) *ᵥ ψ) := by
          rw [← Matrix.dotProduct_mulVec]
          simp only [Matrix.mulVec_mulVec, Matrix.mul_assoc]
      _ = 1 / 3 * (star ψ ⬝ᵥ ψ) := by
          rw [compression_real n hn, Matrix.smul_mulVec, hP, dotProduct_smul, smul_eq_mul]
  refine ⟨h1, ?_⟩
  rw [Matrix.sub_mulVec, Matrix.one_mulVec, dotProduct_sub, h1]
  ring

end

end SpinorPHalf
```

```lean
#print axioms SpinorPHalf.sigma_pi_weights
-- 'SpinorPHalf.sigma_pi_weights' depends on axioms: [propext, Classical.choice, Quot.sound]
```

## Reading the theorems and their proofs

The index type `Fin 3 × Fin 2` pairs a Cartesian orbital with a spin component; 0, 1, 2 stand for x, y, z. The matrices `spinOrbit`, `pHalf` and `embed` are \(\sigma\cdot L\), \(P\) and \(S\), and `along e` is \(N\). It is a projector when \(e\) has unit length, but `compression_iff` holds for every complex \(e\).

In `sigma_pi_weights`, `hn` says that \(n\) has unit length and `hψ` is the p₁/₂ eigenvalue equation. The vector \(\psi\) need not be normalised, so both weights appear multiplied by `star ψ ⬝ᵥ ψ`, its norm squared.

`embed_gram` and `pHalf_factor` establish \(S^\dagger S=3\) and \(P=SS^\dagger/3\), from which `pHalf_projector` follows by the algebra above. `spinOrbit_eq` compares all matrix entries after case splitting, where the derivation used the product rule. `embed_along` likewise checks the four spin entries.

In `compression_iff`, the forward direction multiplies by \(S^\dagger\) and \(S\), then applies `pauli_independent`; the reverse direction substitutes the vanishing cross product. `compression_real` specialises this to real \(n\). The last theorem uses `linear_combination` to turn the eigenvalue equation into \(P\psi=\psi\), and its `calc` block inserts \(P\) on both sides of \(N\).

## From six coefficients to an orbital in a molecule

The theorems concern vectors of six coefficients. They apply directly to a computed orbital whose p part on the atom is a common radial function times such a vector, obeying the eigenvalue equation. A molecular orbital generally mixes p₁/₂ with p₃/₂, and its σ fraction can then differ from 1/3.
